# Extrapolating the bonding density from $k$ previous steps with alternating binomial weights is exact at every step precisely when that density is a polynomial of degree below $k$ in the step number

In a first-principles molecular dynamics run the nuclei move at every step, and most of the electron density moves with them as nearly rigid atomic clouds. I write the density at step $n$ as

$$r_n(x)=\sum_a f_a(x-R_a(n))+d_n(x),$$

where $f_a$ is the rigid density of atom $a$, $R_a(n)$ its position and $d_n$ the bonding density that is left over. To guess the next density, I subtract the atomic part from the $k\ge 1$ previous densities, extrapolate the remainder by giving its value $j$ steps back the weight $(-1)^{j+1}\binom kj$, and add the atomic part at the new positions. I believe that this is exact for any trajectories $R_a$ if, at each $x$, $d_n(x)$ is a polynomial in $n$ of degree below $k$. Can this be made rigorous and machine-checked, and is the polynomial condition also necessary?

## The atomic parts cancel and a $k$-th difference remains

Yes to both, if exactness is required at every step. Fix $x$ and write $A_n=\sum_a f_a(x-R_a(n))$, so that $r_n=A_n+d_n$. The predictor is

$$\hat r_n=A_n+\sum_{j=1}^k(-1)^{j+1}\binom kj\,(r_{n-j}-A_{n-j}).$$

Each bracket equals $d_{n-j}$, whatever the trajectories are. Hence

$$r_n-\hat r_n=d_n-\sum_{j=1}^k(-1)^{j+1}\binom kj d_{n-j}=\sum_{j=0}^k(-1)^j\binom kj d_{n-j}=:(\nabla^k d)_n .$$

**Powers.** Let $S_{m,k}(y)=\sum_{j=0}^k(-1)^j\binom kj(y-j)^m$ with $m\le k$. The claim is that $S_{m,k}(y)$ is $k!$ for $m=k$ and zero for $m<k$. For $m=0$ the sum is $(1-1)^k$, which is $1$ for $k=0$ and zero otherwise. For the step from $m$ to $m+1$, the upper index is at least one, so call it $k+1$. Split $(y-j)^{m+1}=y(y-j)^m-j(y-j)^m$, use $j\binom{k+1}{j}=(k+1)\binom{k}{j-1}$ for $j\ge1$, and shift $j$ by one:

$$S_{m+1,k+1}(y)=y\,S_{m,k+1}(y)+(k+1)\,S_{m,k}(y-1).$$

The first term vanishes because $m<k+1$. The second is $(k+1)\,k!=(k+1)!$ if $m=k$, and zero if $m<k$.

**Polynomials.** If $d_n=\sum_{i=0}^k c_i n^i$, then linearity gives $(\nabla^k d)_n=k!\,c_k$. Below degree $k$ we have $c_k=0$, and the prediction is exact.

**Converse.** Suppose $(\nabla^k d)_n=0$ for all $n$. Let $p$ be the polynomial of degree below $k$ that agrees with $d$ at the steps $0,\dots,k-1$, and put $e_n=d_n-p(n)$. Then $\nabla^k e=0$, and $e$ vanishes on that window. In the recurrence $e_n$ has coefficient $1$ and $e_{n-k}$ has coefficient $(-1)^k$, so it can be solved forwards and backwards. Zeros therefore spread to all steps, and $d_n=p(n)$.

**If the degree reaches $k$.** Take $k=2$ and $d_n=n^2$. The extrapolated value is $2(n-1)^2-(n-2)^2=n^2-2$, which is wrong by $2=2!$ at every step.

## The Lean file

```lean
import Mathlib

open Finset Polynomial

namespace BondingDensityExtrapolation

noncomputable section

variable {ι V : Type*} [Fintype ι] [AddCommGroup V]

/-- Superposition at the point `x` of rigid atomic densities `f a` centred at `R a`. -/
def atomicDensity (f : ι → V → ℝ) (R : ι → V) (x : V) : ℝ :=
  ∑ a, f a (x - R a)

/-- Total density at step `n`: the atomic superposition plus the bonding density `d n`. -/
def totalDensity (f : ι → V → ℝ) (R : ℤ → ι → V) (d : ℤ → V → ℝ) (n : ℤ) (x : V) : ℝ :=
  atomicDensity f (R n) x + d n x

/-- Density predicted for step `n` from the `k` previous total densities `r`: their non-atomic
parts are extrapolated and added to the atomic superposition at the new positions. -/
def predictedDensity (k : ℕ) (f : ι → V → ℝ) (R : ℤ → ι → V) (r : ℤ → V → ℝ)
    (n : ℤ) (x : V) : ℝ :=
  atomicDensity f (R n) x + ∑ j ∈ Icc 1 k, (-1 : ℝ) ^ (j + 1) * (k.choose j : ℝ) *
    (r (n - (j : ℤ)) x - atomicDensity f (R (n - (j : ℤ))) x)

/-- The `k`-th backward difference of a time series `g` at step `n`. -/
def backDiff (k : ℕ) (g : ℤ → ℝ) (n : ℤ) : ℝ :=
  ∑ j ∈ range (k + 1), (-1 : ℝ) ^ j * (k.choose j : ℝ) * g (n - (j : ℤ))

/-- The `k`-th backward difference of the power `y ^ m` is `k!` for `m = k` and zero
for `m < k`. -/
theorem alternating_sum_pow (m k : ℕ) (y : ℝ) (hm : m ≤ k) :
    ∑ j ∈ range (k + 1), (-1 : ℝ) ^ j * (k.choose j : ℝ) * (y - (j : ℝ)) ^ m =
      if m = k then (k.factorial : ℝ) else 0 := by
  induction m generalizing k y with
  | zero =>
    cases k with
    | zero => simp
    | succ k =>
      have h := add_pow (-1 : ℝ) 1 (k + 1)
      simpa using h.symm
  | succ m ih =>
    obtain ⟨k, rfl⟩ : ∃ l, k = l + 1 := ⟨k - 1, by omega⟩
    -- absorb the factor `j` into the binomial coefficient
    have h1 : ∑ j ∈ range (k + 1 + 1), (-1 : ℝ) ^ j * ((k + 1).choose j : ℝ) * (j : ℝ) *
        (y - (j : ℝ)) ^ m = -((k : ℝ) + 1) *
        ∑ j ∈ range (k + 1), (-1 : ℝ) ^ j * (k.choose j : ℝ) * (y - 1 - (j : ℝ)) ^ m := by
      rw [sum_range_succ', mul_sum]
      simp only [Nat.cast_zero, mul_zero, zero_mul, add_zero]
      refine sum_congr rfl fun j _ => ?_
      have hc : ((k : ℝ) + 1) * (k.choose j : ℝ) =
          ((k + 1).choose (j + 1) : ℝ) * ((j : ℝ) + 1) := by
        exact_mod_cast Nat.add_one_mul_choose_eq k j
      have hy : y - ((j + 1 : ℕ) : ℝ) = y - 1 - (j : ℝ) := by push_cast; ring
      rw [hy]
      push_cast
      linear_combination (-1 : ℝ) ^ j * (y - 1 - (j : ℝ)) ^ m * hc
    have h2 : ∑ j ∈ range (k + 1 + 1), (-1 : ℝ) ^ j * ((k + 1).choose j : ℝ) *
        (y - (j : ℝ)) ^ (m + 1) =
        y * ∑ j ∈ range (k + 1 + 1), (-1 : ℝ) ^ j * ((k + 1).choose j : ℝ) * (y - (j : ℝ)) ^ m
        - ∑ j ∈ range (k + 1 + 1), (-1 : ℝ) ^ j * ((k + 1).choose j : ℝ) * (j : ℝ) *
        (y - (j : ℝ)) ^ m := by
      rw [mul_sum, ← sum_sub_distrib]
      exact sum_congr rfl fun j _ => by ring
    rw [h2, h1, ih (k + 1) y (by omega), ih k (y - 1) (by omega), if_neg (by omega)]
    by_cases h : m = k
    · subst h
      simp [Nat.factorial_succ]
      ring
    · simp [h]

/-- The `k`-th backward difference of a polynomial of degree at most `k` is `k!` times its
coefficient of order `k`. -/
theorem backDiff_polynomial (k : ℕ) (p : ℝ[X]) (hp : p.natDegree ≤ k) (n : ℤ) :
    backDiff k (fun m => p.eval (m : ℝ)) n = (k.factorial : ℝ) * p.coeff k := by
  have h : backDiff k (fun m => p.eval (m : ℝ)) n = ∑ i ∈ range (k + 1), p.coeff i *
      ∑ j ∈ range (k + 1), (-1 : ℝ) ^ j * (k.choose j : ℝ) * ((n : ℝ) - (j : ℝ)) ^ i := by
    simp only [backDiff, eval_eq_sum_range' (Nat.lt_succ_of_le hp), mul_sum]
    rw [sum_comm]
    refine sum_congr rfl fun i _ => sum_congr rfl fun j _ => ?_
    push_cast
    ring
  rw [h, sum_congr rfl fun i hi => by
    rw [alternating_sum_pow i k n (Nat.lt_succ_iff.mp (mem_range.mp hi))]]
  simp [mul_comm]

/-- A time series with vanishing `k`-th backward difference that is zero at the steps
`0, ..., k - 1` is zero at all steps, past and future. -/
theorem eq_zero_of_backDiff {k : ℕ} {e : ℤ → ℝ} (h : ∀ n, backDiff k e n = 0)
    (h0 : ∀ i : ℕ, i < k → e (i : ℤ) = 0) (n : ℤ) : e n = 0 := by
  -- a window of `k` zeros extends by one step to the future
  have up : ∀ m : ℤ, (∀ i : ℕ, i < k → e (m + (i : ℤ)) = 0) → e (m + (k : ℤ)) = 0 := by
    intro m hm
    have hs := h (m + (k : ℤ))
    have hz : ∑ j ∈ range k, (-1 : ℝ) ^ (j + 1) * (k.choose (j + 1) : ℝ) *
        e (m + (k : ℤ) - ((j + 1 : ℕ) : ℤ)) = 0 := by
      refine sum_eq_zero fun j hj => ?_
      have hj' := mem_range.mp hj
      rw [show m + (k : ℤ) - ((j + 1 : ℕ) : ℤ) = m + ((k - 1 - j : ℕ) : ℤ) by omega,
        hm _ (by omega), mul_zero]
    rw [backDiff, sum_range_succ', hz] at hs
    simpa using hs
  -- and by one step to the past
  have down : ∀ m : ℤ, (∀ i : ℕ, i < k → e (m + (i : ℤ)) = 0) → e (m - 1) = 0 := by
    intro m hm
    have hs := h (m - 1 + (k : ℤ))
    have hz : ∑ j ∈ range k, (-1 : ℝ) ^ j * (k.choose j : ℝ) *
        e (m - 1 + (k : ℤ) - (j : ℤ)) = 0 := by
      refine sum_eq_zero fun j hj => ?_
      have hj' := mem_range.mp hj
      rw [show m - 1 + (k : ℤ) - (j : ℤ) = m + ((k - 1 - j : ℕ) : ℤ) by omega,
        hm _ (by omega), mul_zero]
    rw [backDiff, sum_range_succ, hz] at hs
    simpa using hs
  have win : ∀ m : ℤ, ∀ i : ℕ, i < k → e (m + (i : ℤ)) = 0 := by
    intro m
    refine Int.induction_on m ?_ ?_ ?_
    · intro i hi
      simpa using h0 i hi
    · intro m ih i hi
      rcases Nat.lt_or_ge (i + 1) k with h1 | h1
      · rw [show (m : ℤ) + 1 + (i : ℤ) = m + ((i + 1 : ℕ) : ℤ) by omega]
        exact ih _ h1
      · rw [show (m : ℤ) + 1 + (i : ℤ) = m + (k : ℤ) by omega]
        exact up _ ih
    · intro m ih i hi
      cases i with
      | zero => simpa using down _ ih
      | succ i =>
        rw [show -(m : ℤ) - 1 + ((i + 1 : ℕ) : ℤ) = -(m : ℤ) + (i : ℤ) by omega]
        exact ih i (by omega)
  simpa using up (n - (k : ℤ)) (win (n - (k : ℤ)))

/-- The `k`-th backward difference of a time series vanishes at all steps exactly when the
series is a polynomial in the step number of degree below `k`. -/
theorem backDiff_eq_zero_iff (k : ℕ) (g : ℤ → ℝ) :
    (∀ n, backDiff k g n = 0) ↔
      ∃ p : ℝ[X], p.degree < (k : WithBot ℕ) ∧ ∀ n : ℤ, g n = p.eval (n : ℝ) := by
  have van : ∀ p : ℝ[X], p.degree < (k : WithBot ℕ) → ∀ n : ℤ,
      backDiff k (fun m => p.eval (m : ℝ)) n = 0 := by
    intro p hp n
    rw [backDiff_polynomial k p (natDegree_le_of_degree_le hp.le),
      coeff_eq_zero_of_degree_lt hp, mul_zero]
  constructor
  · intro h
    -- interpolate at `k` steps; the remainder vanishes there, hence everywhere
    have hv : Set.InjOn (fun i : ℕ => (i : ℝ)) (range k : Set ℕ) := Nat.cast_injective.injOn
    let p := Lagrange.interpolate (range k) (fun i : ℕ => (i : ℝ)) (fun i : ℕ => g (i : ℤ))
    have hp : p.degree < (k : WithBot ℕ) := by
      simpa only [card_range] using Lagrange.degree_interpolate_lt (fun i : ℕ => g (i : ℤ)) hv
    refine ⟨p, hp, fun n => sub_eq_zero.mp ?_⟩
    refine eq_zero_of_backDiff (k := k) (e := fun m => g m - p.eval (m : ℝ)) ?_ ?_ n
    · intro m
      have hs : backDiff k (fun m => g m - p.eval (m : ℝ)) m =
          backDiff k g m - backDiff k (fun m => p.eval (m : ℝ)) m := by
        simp only [backDiff, mul_sub, sum_sub_distrib]
      rw [hs, h m, van p hp m, sub_zero]
    · intro i hi
      have hn : p.eval (i : ℝ) = g (i : ℤ) :=
        Lagrange.eval_interpolate_at_node (fun i : ℕ => g (i : ℤ)) hv (mem_range.mpr hi)
      simp [hn]
  · rintro ⟨p, hp, hg⟩ n
    rw [show g = fun m : ℤ => p.eval (m : ℝ) from funext hg]
    exact van p hp n

/-- For arbitrary atomic trajectories, the prediction error is the `k`-th backward difference
of the bonding density. -/
theorem prediction_error (k : ℕ) (f : ι → V → ℝ) (R : ℤ → ι → V) (d : ℤ → V → ℝ)
    (n : ℤ) (x : V) :
    totalDensity f R d n x - predictedDensity k f R (totalDensity f R d) n x =
      backDiff k (fun m => d m x) n := by
  have key : ∑ j ∈ Icc 1 k, (-1 : ℝ) ^ (j + 1) * (k.choose j : ℝ) * d (n - (j : ℤ)) x =
      -∑ j ∈ range k, (-1 : ℝ) ^ (j + 1) * (k.choose (j + 1) : ℝ) *
        d (n - ((j + 1 : ℕ) : ℤ)) x := by
    have hI : Icc 1 k = Ico 1 (k + 1) := by
      ext j
      simp only [mem_Icc, mem_Ico]
      omega
    rw [hI, sum_Ico_eq_sum_range, Nat.add_sub_cancel, ← sum_neg_distrib]
    refine sum_congr rfl fun j _ => ?_
    rw [Nat.add_comm 1 j, pow_succ]
    ring
  -- the atomic superpositions cancel at every past step
  simp only [predictedDensity, totalDensity, add_sub_cancel_left]
  rw [key, backDiff, sum_range_succ']
  simp only [pow_zero, Nat.choose_zero_right, Nat.cast_one, Nat.cast_zero, sub_zero, one_mul]
  ring

/-- If the bonding density at `x` is a polynomial in the step number of degree below `k`, the
total density is the atomic superposition plus the extrapolated bonding density. -/
theorem density_eq_extrapolation (k : ℕ) (f : ι → V → ℝ) (R : ℤ → ι → V) (d : ℤ → V → ℝ)
    (x : V) (hd : ∃ p : ℝ[X], p.degree < (k : WithBot ℕ) ∧ ∀ n : ℤ, d n x = p.eval (n : ℝ))
    (n : ℤ) :
    totalDensity f R d n x = ∑ a, f a (x - R n a) +
      ∑ j ∈ Icc 1 k, (-1 : ℝ) ^ (j + 1) * (k.choose j : ℝ) * d (n - (j : ℤ)) x := by
  have h := prediction_error k f R d n x
  rw [(backDiff_eq_zero_iff k fun m => d m x).mpr hd n] at h
  rw [sub_eq_zero.mp h]
  simp only [predictedDensity, totalDensity, add_sub_cancel_left, atomicDensity]

/-- The predictor reproduces the total density at `x` at every step exactly when the bonding
density there is a polynomial in the step number of degree below `k`. -/
theorem prediction_exact_iff (k : ℕ) (f : ι → V → ℝ) (R : ℤ → ι → V) (d : ℤ → V → ℝ) (x : V) :
    (∀ n, predictedDensity k f R (totalDensity f R d) n x = totalDensity f R d n x) ↔
      ∃ p : ℝ[X], p.degree < (k : WithBot ℕ) ∧ ∀ n : ℤ, d n x = p.eval (n : ℝ) := by
  rw [← backDiff_eq_zero_iff k fun m => d m x]
  refine forall_congr' fun n => ?_
  rw [← prediction_error k f R d n x, sub_eq_zero]
  exact eq_comm

/-- For a bonding density of degree at most `k` in the step number, the prediction error is
`k!` times the coefficient of order `k`, at every step. -/
theorem prediction_error_leading (k : ℕ) (f : ι → V → ℝ) (R : ℤ → ι → V) (d : ℤ → V → ℝ)
    (x : V) (p : ℝ[X]) (hp : p.natDegree ≤ k) (hd : ∀ n : ℤ, d n x = p.eval (n : ℝ)) (n : ℤ) :
    totalDensity f R d n x - predictedDensity k f R (totalDensity f R d) n x =
      (k.factorial : ℝ) * p.coeff k := by
  rw [prediction_error, show (fun m => d m x) = fun m : ℤ => p.eval (m : ℝ) from funext hd]
  exact backDiff_polynomial k p hp n

/-- For a bonding density of degree below `k`, the `k`-th backward difference of the total
density equals that of the moving atomic superposition. -/
theorem backDiff_totalDensity (k : ℕ) (f : ι → V → ℝ) (R : ℤ → ι → V) (d : ℤ → V → ℝ)
    (x : V) (hd : ∃ p : ℝ[X], p.degree < (k : WithBot ℕ) ∧ ∀ n : ℤ, d n x = p.eval (n : ℝ))
    (n : ℤ) :
    backDiff k (fun m => totalDensity f R d m x) n =
      backDiff k (fun m => atomicDensity f (R m) x) n := by
  have h : backDiff k (fun m => totalDensity f R d m x) n =
      backDiff k (fun m => atomicDensity f (R m) x) n + backDiff k (fun m => d m x) n := by
    simp only [backDiff, totalDensity, mul_add, sum_add_distrib]
  rw [h, (backDiff_eq_zero_iff k fun m => d m x).mpr hd n, add_zero]

end

end BondingDensityExtrapolation
```

```lean
#print axioms BondingDensityExtrapolation.density_eq_extrapolation
#print axioms BondingDensityExtrapolation.prediction_exact_iff
#print axioms BondingDensityExtrapolation.prediction_error_leading
#print axioms BondingDensityExtrapolation.backDiff_totalDensity
```

```
'BondingDensityExtrapolation.density_eq_extrapolation' depends on axioms: [propext, Classical.choice, Quot.sound]
'BondingDensityExtrapolation.prediction_exact_iff' depends on axioms: [propext, Classical.choice, Quot.sound]
'BondingDensityExtrapolation.prediction_error_leading' depends on axioms: [propext, Classical.choice, Quot.sound]
'BondingDensityExtrapolation.backDiff_totalDensity' depends on axioms: [propext, Classical.choice, Quot.sound]
```

## What the theorems say about densities and trajectories

The finite type `ι` labels the atoms. Points and nuclear positions lie in `V`, any additive commutative group: $\mathbb R^3$ is one case, a periodic cell another. The trajectory `R : ℤ → ι → V` is arbitrary. Each `f a` is an arbitrary real function that is translated but neither rotated nor deformed. Steps are integers, so `n - j` is a true subtraction, and "every step" includes negative ones.

`predictedDensity` receives total densities `r`, as a simulation would, and subtracts the atomic parts itself. The condition on the bonding density is that some real polynomial `p` with `p.degree < k` satisfies `d n x = p.eval n` for all `n`. Since `x` is fixed, `p` may differ from point to point. The case $k=0$ is included: the zero polynomial has degree `⊥`, so the condition then reads $d_n(x)=0$.

- `density_eq_extrapolation` states the exactness: below degree $k$, the total density equals the atomic part at the new positions plus the extrapolated bonding density.
- `prediction_exact_iff` adds the converse.
- `prediction_error_leading` gives the error $k!\,c_k$ for degree at most $k$.
- `backDiff_totalDensity` concerns extrapolating $r$ directly with the same weights. If $d_n(x)$ has degree below $k$ in $n$, the error $\nabla^k r$ equals $\nabla^k A$, so the motion of the atoms enters.

In Born–Oppenheimer dynamics such a predictor can supply the starting density for the self-consistency cycle; the result identifies the bonding densities it reproduces exactly, in a model where $d_n$ is prescribed and not computed from the electronic structure. Polynomial time dependence is an assumption standing for a bonding density that varies smoothly over a few steps. Over all integer steps a non-constant polynomial, such as $n^2$ in the example above, is unbounded, so it can describe a real bonding density only over a limited stretch. The error at step $n$ involves only $d_{n-k},\dots,d_n$, so the error formula applies whenever the polynomial form holds on those steps. Convergence of the cycle and energy drift are not treated.

## How the proof follows the derivation

`prediction_error` is the cancellation. `add_sub_cancel_left` removes the atomic parts, and `key` shifts the summation index, so that the sum matches what remains of $\nabla^k d$ once its $j=0$ term is split off.

`alternating_sum_pow` is the induction on $m$, with `k` and `y` generalized because the step uses $S_{m,k}(y-1)$. There `h1` absorbs the factor $j$ into the binomial coefficient, and `h2` splits the power. `backDiff_polynomial` exchanges the sums over powers and steps, then applies this lemma to each power.

In `eq_zero_of_backDiff`, `up` isolates the newest term of the recurrence and `down` the oldest. An integer induction, `win`, moves the window of $k$ zeros in both directions. `backDiff_eq_zero_iff` supplies $p$ by Lagrange interpolation and applies that lemma to the remainder $e$.

The final theorems combine these results. `prediction_exact_iff` turns exactness at each step into a vanishing difference, and `backDiff_totalDensity` uses the linearity of $\nabla^k$.
